# Negative definiteness of the exchange compression matrix, and the one-orbital exception without the G = 0 term

## A matrix that has to be inverted

In a hybrid-functional calculation, applying the exchange operator K to a wavefunction is expensive. Adaptively compressed exchange applies K once to the occupied orbitals φ_i, stores the results W_i = Kφ_i, and replaces K by the low-rank operator

W M⁻¹ W†, with M_ij = ⟨φ_i, K φ_j⟩.

This needs M to be invertible. If M is negative definite, it is, and −M also has a Cholesky factorisation.

Whether M is negative definite depends on the interaction. A screened kernel of erfc type has a positive Fourier component at every wave vector, including G = 0. The bare Coulomb kernel 4π/G² diverges at G = 0, and a simple treatment in a periodic cell sets that component to zero. A uniform density then has no interaction energy, so the argument for negative definiteness must be examined again.

## The finite-grid model

Let x and y label grid points, and let Φ_xk be the value of orbital k at x, with the grid weight absorbed. All orbitals here have the same spin: in a collinear calculation each spin channel has its own K and M, and orbitals are counted within one channel. For an interaction matrix w, define

γ_xy = Σ_k Φ_xk Φ_yk*,

K_xy = −w_xy γ_xy,

M = Φ†KΦ.

In the code these are `Φ * Φᴴ`, `exchange w Φ` and `compression w Φ`. Negative definiteness of M is written `(-compression w Φ).PosDef`: −M is Hermitian, and c†(−M)c is real and positive for every c ≠ 0.

The orbitals are assumed linearly independent: `Independent Φ` says that Φc = 0 only for c = 0. Orthonormal orbitals, Φ†Φ = 1, satisfy this. The interaction w may be complex Hermitian, which includes the real symmetric case.

## What is proved for the two kinds of interaction

`compression_negDef` says that if w is positive definite and the orbitals are independent, M is negative definite.

The structure `DropsUniform` describes an interaction that has lost only its uniform component. It requires w to be Hermitian, each of its rows to sum to zero, and the energy of every non-uniform complex density to be positive. For a real symmetric w, positivity on non-uniform real densities is enough, because the energies of the real and imaginary parts add. In a plane-wave picture, every nonzero wave vector of the grid keeps a positive component; a kernel that is also cut off at large G does not qualify.

For such w and independent orbitals, `dropped_negDef_iff` says that M is negative definite unless there is exactly one orbital and its modulus is constant. The exception includes the uniform orbital and any single plane wave. With two or more independent orbitals M is negative definite, even if each of them is a plane wave.

`compression_eq_zero` describes the exceptional case: M is zero and has no inverse, so the formula W M⁻¹ W† is undefined. Here only the zero row sums of w are used.

For hybrid-functional codes, this settles when the compression step is well defined for these two kinds of interaction, in a finite-grid model with fully occupied, linearly independent orbitals, where the same orbitals build γ and M. Fractional occupations, k-point sampling and extra unoccupied orbitals in the compression lie beyond the model. Nor is there a bound on the eigenvalues of M, which may be close to zero when a single orbital is nearly uniform.

## Exchange as a sum of pair-density energies

Take coefficients c and set ψ = Φc. Define the pair densities and the interaction energy, without the usual factor 1/2, by

ρ_k(x) = Φ_xk* ψ(x),

E(ρ) = Σ_xy ρ(x)* w_xy ρ(y).

Inserting the definition of K gives

c†Mc = ψ†Kψ
= −Σ_k Σ_xy ψ(x)* Φ_xk w_xy Φ_yk* ψ(y)
= −Σ_k E(ρ_k).

The density of ψ is itself a combination of pair densities, since ψ(x)* = Σ_k c_k* Φ_xk*:

|ψ(x)|² = Σ_k c_k* ρ_k(x).

M is Hermitian because w and γ are. If no E(ρ) is negative, then c†Mc ≤ 0, and equality forces E(ρ_k) = 0 for every k.

For positive definite w, this means that every ρ_k vanishes. Then |ψ|² = 0, so ψ = 0, and independence gives c = 0. Hence M is negative definite.

## When all pair densities are uniform

Now let w lack its uniform component. A uniform density has zero energy and every other density has positive energy. Suppose c†Mc = 0 for some c ≠ 0. Then every ρ_k is constant, and so is |ψ|²; call its value N. Independence gives ψ ≠ 0, so N > 0.

Fix a grid point z and put a_k = Φ_zk ψ(z)*. Since ρ_k is constant, Φ_xk ψ(x)* = a_k at every x. Multiplying by ψ(x) gives

N Φ_xk = a_k ψ(x).

Every orbital is therefore proportional to ψ = Φc. By independence, the coefficients on the two sides agree:

N δ_jk = a_k c_j.

For j = k the left side is nonzero, so every a_k and every c_k is nonzero. For j ≠ k the left side is zero, which is then impossible. Only one orbital i exists, and |Φ_xi| = |a_i|/√N is constant.

Conversely, let φ be the only orbital, with |φ(x)|² = m everywhere. Then

(Kφ)(x) = −Σ_y w_xy φ(x) φ(y)* φ(y) = −m φ(x) Σ_y w_xy = 0,

and M = 0.

## The Lean file

```lean
import Mathlib

open Matrix
open scoped ComplexOrder

namespace CompressedExchange

variable {n ι : Type*} [Fintype n] [Fintype ι] {w : Matrix n n ℂ} {Φ : Matrix n ι ℂ}

/-- The exchange operator `K_xy = -w_xy γ_xy`, with density matrix `γ = Φ Φᴴ` built from
the orbitals, which are the columns of `Φ`. -/
def exchange (w : Matrix n n ℂ) (Φ : Matrix n ι ℂ) : Matrix n n ℂ :=
  Matrix.of fun x y => -w x y * (Φ * Φᴴ) x y

/-- The compression matrix, with entries `⟨φ_i, K φ_j⟩`. -/
def compression (w : Matrix n n ℂ) (Φ : Matrix n ι ℂ) : Matrix ι ι ℂ :=
  Φᴴ * exchange w Φ * Φ

/-- The orbitals are linearly independent. -/
def Independent (Φ : Matrix n ι ℂ) : Prop := ∀ c : ι → ℂ, Φ *ᵥ c = 0 → c = 0

/-- The pair density `conj(φ_k) ψ` of orbital `k` with a wavefunction `ψ`. -/
def pairDensity (Φ : Matrix n ι ℂ) (k : ι) (ψ : n → ℂ) (x : n) : ℂ := star (Φ x k) * ψ x

/-- The interaction energy `⟨ρ, w ρ⟩` of a complex density. -/
def selfEnergy (w : Matrix n n ℂ) (ρ : n → ℂ) : ℂ := star ρ ⬝ᵥ w *ᵥ ρ

/-- An interaction without its `G = 0` term: Hermitian, zero on constants, and positive on
every non-uniform density. -/
structure DropsUniform (w : Matrix n n ℂ) : Prop where
  herm : w.IsHermitian
  row_sum : ∀ x, ∑ y, w x y = 0
  pos : ∀ u : n → ℂ, (∃ x y, u x ≠ u y) → 0 < selfEnergy w u

/-- Orthonormal orbitals are linearly independent. -/
theorem independent_of_orthonormal [DecidableEq ι] (h : Φᴴ * Φ = 1) : Independent Φ := by
  intro c hc
  rw [← Matrix.one_mulVec c, ← h, ← Matrix.mulVec_mulVec, hc, Matrix.mulVec_zero]

/-- For the compression matrix `M` and `ψ = Φ c`, which need not be normalised, `⟨c, M c⟩` is minus
the summed interaction energies of the pair densities of `ψ` with the orbitals. -/
theorem compression_energy (w : Matrix n n ℂ) (Φ : Matrix n ι ℂ) (c : ι → ℂ) :
    star c ⬝ᵥ compression w Φ *ᵥ c =
      -∑ k, selfEnergy w (pairDensity Φ k (Φ *ᵥ c)) := by
  have h1 : star c ⬝ᵥ compression w Φ *ᵥ c =
      star (Φ *ᵥ c) ⬝ᵥ exchange w Φ *ᵥ (Φ *ᵥ c) := by
    rw [compression, Matrix.star_mulVec, ← Matrix.dotProduct_mulVec, Matrix.mulVec_mulVec,
      Matrix.mulVec_mulVec]
  rw [h1]
  generalize Φ *ᵥ c = ψ
  simp only [selfEnergy, dotProduct, Matrix.mulVec, exchange, pairDensity, Matrix.of_apply,
    Matrix.mul_apply, Matrix.conjTranspose_apply, Pi.star_apply, Finset.mul_sum,
    Finset.sum_mul, ← Finset.sum_neg_distrib]
  symm
  refine Finset.sum_comm.trans (Finset.sum_congr rfl fun x _ => Finset.sum_comm.trans
    (Finset.sum_congr rfl fun y _ => Finset.sum_congr rfl fun k _ => ?_))
  simp only [star_mul', star_star]
  ring

omit [Fintype n] in
/-- The density `|ψ|²` of `ψ = Φ c` is a linear combination of its pair densities. -/
theorem density_eq_sum (Φ : Matrix n ι ℂ) (c : ι → ℂ) (x : n) :
    star ((Φ *ᵥ c) x) * (Φ *ᵥ c) x =
      ∑ k, star (c k) * pairDensity Φ k (Φ *ᵥ c) x := by
  have h : star ((Φ *ᵥ c) x) = ∑ k, star (c k) * star (Φ x k) := by
    simp only [Matrix.mulVec, dotProduct, star_sum, star_mul]
  rw [h, Finset.sum_mul]
  exact Finset.sum_congr rfl fun k _ => mul_assoc _ _ _

/-- For Hermitian positive semidefinite `w`, the compression matrix is negative definite if
only `c = 0` gives pair densities that all have zero energy. -/
theorem negDef_of_null (hH : w.IsHermitian) (hn : ∀ u, 0 ≤ selfEnergy w u)
    (h : ∀ c, (∀ k, selfEnergy w (pairDensity Φ k (Φ *ᵥ c)) = 0) → c = 0) :
    (-compression w Φ).PosDef := by
  have hK : (exchange w Φ).IsHermitian := Matrix.IsHermitian.ext fun x y => by
    simp only [exchange, Matrix.of_apply, star_mul', star_neg, hH.apply x y,
      (Matrix.isHermitian_mul_conjTranspose_self Φ).apply x y]
  refine Matrix.posDef_iff_dotProduct_mulVec.2
    ⟨(Matrix.isHermitian_conjTranspose_mul_mul Φ hK).neg, fun c hc => ?_⟩
  rw [Matrix.neg_mulVec, dotProduct_neg, compression_energy, neg_neg]
  refine lt_of_le_of_ne (Finset.sum_nonneg fun k _ => hn _) fun h0 => hc (h c fun k => ?_)
  exact (Finset.sum_eq_zero_iff_of_nonneg fun k _ => hn _).1 h0.symm k (Finset.mem_univ k)

/-- For a Hermitian positive definite interaction and linearly independent orbitals, the
compression matrix is negative definite. -/
theorem compression_negDef (hw : w.PosDef) (hΦ : Independent Φ) :
    (-compression w Φ).PosDef := by
  obtain ⟨hH, hq⟩ := Matrix.posDef_iff_dotProduct_mulVec.1 hw
  have hn : ∀ u, 0 ≤ selfEnergy w u := fun u => by
    by_cases hu : u = 0
    · simp [selfEnergy, hu]
    · exact (@hq u hu).le
  refine negDef_of_null hH hn fun c h0 => hΦ c (funext fun x => ?_)
  -- all pair densities vanish, hence so does the density of `Φ c`
  have hρ : ∀ k, pairDensity Φ k (Φ *ᵥ c) x = 0 := fun k =>
    congrFun (by_contra fun h => (@hq _ h).ne' (h0 k) : pairDensity Φ k (Φ *ᵥ c) = 0) x
  have hd := density_eq_sum Φ c x
  simp only [hρ, mul_zero, Finset.sum_const_zero] at hd
  rcases mul_eq_zero.1 hd with h | h
  · exact star_eq_zero.1 h
  · exact h

/-- If `w` annihilates constants and the only orbital has constant modulus, the compression
matrix is zero and has no inverse. -/
theorem compression_eq_zero [DecidableEq ι] (h0 : ∀ x, ∑ y, w x y = 0) {i : ι}
    (hi : ∀ j, j = i) (hmod : ∀ x y, ‖Φ x i‖ = ‖Φ y i‖) :
    compression w Φ = 0 ∧ ¬ IsUnit (compression w Φ) := by
  have hK : exchange w Φ * Φ = 0 := by
    ext x j
    rw [hi j, Matrix.zero_apply]
    have hγ : ∀ y, (Φ * Φᴴ) x y = Φ x i * star (Φ y i) := fun y => by
      rw [Matrix.mul_apply]
      exact Fintype.sum_eq_single i fun k hk => absurd (hi k) hk
    have hy : ∀ y, star (Φ y i) * Φ y i = star (Φ x i) * Φ x i := fun y => by
      simp only [Complex.star_def, ← Complex.normSq_eq_conj_mul_self,
        Complex.normSq_eq_norm_sq, hmod y x]
    calc (exchange w Φ * Φ) x i
        = ∑ y, w x y * (-(Φ x i * (star (Φ x i) * Φ x i))) := by
          rw [Matrix.mul_apply]
          refine Finset.sum_congr rfl fun y _ => ?_
          simp only [exchange, Matrix.of_apply, hγ]
          linear_combination (-(w x y) * Φ x i) * hy y
      _ = 0 := by rw [← Finset.sum_mul, h0, zero_mul]
  have hM : compression w Φ = 0 := by
    rw [compression, Matrix.mul_assoc, hK, Matrix.mul_zero]
  have : Nonempty ι := ⟨i⟩
  exact ⟨hM, by rw [hM]; exact not_isUnit_zero⟩

omit [Fintype n] in
/-- If a nonzero combination of independent orbitals has only constant pair densities, there
is just one orbital, and its modulus is constant. -/
theorem single_of_constant (hΦ : Independent Φ) {c : ι → ℂ} (hc : c ≠ 0)
    (hρ : ∀ k x y, pairDensity Φ k (Φ *ᵥ c) x = pairDensity Φ k (Φ *ᵥ c) y) :
    ∃ i, (∀ j, j = i) ∧ ∀ x y, ‖Φ x i‖ = ‖Φ y i‖ := by
  classical
  obtain ⟨z, hz⟩ : ∃ z, (Φ *ᵥ c) z ≠ 0 :=
    by_contra fun h => hc (hΦ c (funext fun x => by_contra fun hx => h ⟨x, hx⟩))
  have hsq := density_eq_sum Φ c
  obtain ⟨ψ, hψ⟩ : ∃ ψ, Φ *ᵥ c = ψ := ⟨_, rfl⟩
  simp only [hψ] at hρ hz hsq
  have hN : ∀ x, star (ψ x) * ψ x = star (ψ z) * ψ z := fun x =>
    (hsq x).trans ((Finset.sum_congr rfl fun k _ => by rw [hρ k x z]).trans (hsq z).symm)
  have hN0 : star (ψ z) * ψ z ≠ 0 := mul_ne_zero (star_ne_zero.2 hz) hz
  -- every orbital is proportional to `ψ`
  have hcol : ∀ k x, Φ x k * (star (ψ z) * ψ z) = Φ z k * star (ψ z) * ψ x := fun k x => by
    have h := congrArg star (hρ k x z)
    simp only [pairDensity, star_mul', star_star] at h
    rw [← hN x]
    linear_combination ψ x * h
  -- independence turns this into a relation between coefficients
  have hco : ∀ k j, (star (ψ z) * ψ z) * (if j = k then 1 else 0) =
      Φ z k * star (ψ z) * c j := fun k j => by
    have h := hΦ ((star (ψ z) * ψ z) • Pi.single k 1 - (Φ z k * star (ψ z)) • c) (by
      funext x
      have e : (Φ *ᵥ Pi.single k 1) x = Φ x k := by
        simp [Matrix.mulVec, dotProduct, Pi.single_apply]
      rw [Matrix.mulVec_sub, Matrix.mulVec_smul, Matrix.mulVec_smul, hψ]
      simp only [Pi.sub_apply, Pi.smul_apply, smul_eq_mul, Pi.zero_apply, e]
      linear_combination hcol k x)
    have hj := congrFun h j
    simp only [Pi.sub_apply, Pi.smul_apply, smul_eq_mul, Pi.zero_apply,
      Pi.single_apply] at hj
    exact sub_eq_zero.1 hj
  have hne : ∀ k, Φ z k * star (ψ z) * c k ≠ 0 := fun k => by
    rw [← hco k k, if_pos rfl, mul_one]
    exact hN0
  obtain ⟨i, -⟩ := Function.ne_iff.1 hc
  refine ⟨i, fun j => by_contra fun hj => ?_, fun x y => ?_⟩
  · have h := hco i j
    rw [if_neg hj, mul_zero] at h
    exact mul_ne_zero (left_ne_zero_of_mul (hne i)) (right_ne_zero_of_mul (hne j)) h.symm
  · have hm : ∀ x, ‖ψ x‖ = ‖ψ z‖ := fun x => by
      have h := congrArg norm (hN x)
      simp only [norm_mul, norm_star] at h
      exact (mul_self_inj (norm_nonneg _) (norm_nonneg _)).1 h
    apply mul_right_cancel₀ (norm_ne_zero_iff.2 hN0)
    rw [← norm_mul, ← norm_mul, hcol i x, hcol i y, norm_mul _ (ψ x), norm_mul _ (ψ y),
      hm x, hm y]

/-- For a Hermitian interaction that annihilates constants and is positive on every non-uniform
density, the compression matrix of linearly independent orbitals is negative definite unless there
is exactly one orbital and its modulus is constant. -/
theorem dropped_negDef_iff (hw : DropsUniform w) (hΦ : Independent Φ) :
    (-compression w Φ).PosDef ↔
      ¬ ∃ i, (∀ j, j = i) ∧ ∀ x y, ‖Φ x i‖ = ‖Φ y i‖ := by
  classical
  constructor
  · rintro h ⟨i, hi, hmod⟩
    have hq := (Matrix.posDef_iff_dotProduct_mulVec.1 h).2
    have h1 := @hq (fun _ => 1) (fun e => by simpa using congrFun e i)
    simp [(compression_eq_zero hw.row_sum hi hmod).1] at h1
  · intro h
    have hn : ∀ u, 0 ≤ selfEnergy w u := fun u => by
      by_cases hu : ∃ x y, u x ≠ u y
      · exact (hw.pos u hu).le
      · have hwu : w *ᵥ u = 0 := by
          funext x
          have hc : ∀ y, u y = u x := fun y => by_contra fun e => hu ⟨y, x, e⟩
          simp only [Matrix.mulVec, dotProduct, hc, ← Finset.sum_mul, hw.row_sum, zero_mul,
            Pi.zero_apply]
        exact (by rw [selfEnergy, hwu, dotProduct_zero] : selfEnergy w u = 0).ge
    refine negDef_of_null hw.herm hn fun c h0 => by_contra fun hc => h ?_
    exact single_of_constant hΦ hc fun k x y =>
      by_contra fun e => (hw.pos _ ⟨x, y, e⟩).ne' (h0 k)

/-- On two grid points, the interaction with rows `(1, -1)` and `(-1, 1)` annihilates
constants and is positive on non-uniform densities. -/
theorem dropsUniform_witness : DropsUniform (!![1, -1; -1, 1] : Matrix (Fin 2) (Fin 2) ℂ) where
  herm := Matrix.IsHermitian.ext fun i j => by fin_cases i <;> fin_cases j <;> simp
  row_sum x := by fin_cases x <;> simp [Fin.sum_univ_two]
  pos u := by
    rintro ⟨x, y, h⟩
    have hne : u 0 - u 1 ≠ 0 := sub_ne_zero.2 fun e =>
      h (by fin_cases x <;> fin_cases y <;> simp [e])
    have hE : selfEnergy !![1, -1; -1, 1] u = star (u 0 - u 1) * (u 0 - u 1) := by
      simp [selfEnergy, Matrix.mulVec, dotProduct, Fin.sum_univ_two]
      ring
    rw [hE, Complex.star_def, ← Complex.normSq_eq_conj_mul_self]
    exact_mod_cast Complex.normSq_pos.2 hne

end CompressedExchange
```

```lean
#print axioms CompressedExchange.independent_of_orthonormal
#print axioms CompressedExchange.compression_negDef
#print axioms CompressedExchange.dropped_negDef_iff
```

```
'CompressedExchange.independent_of_orthonormal' depends on axioms: [propext, Classical.choice, Quot.sound]
'CompressedExchange.compression_negDef' depends on axioms: [propext, Classical.choice, Quot.sound]
'CompressedExchange.dropped_negDef_iff' depends on axioms: [propext, Classical.choice, Quot.sound]
```

## From the energy identity to negative definiteness

`independent_of_orthonormal` writes c as Φ†Φc, which vanishes when Φc does.

`compression_energy` is the identity c†Mc = −Σ_k E(ρ_k). It first moves Φ onto c to obtain ψ†Kψ, then expands both sides into triple sums. `Finset.sum_comm` reorders the sums, and `ring` matches the summands. `density_eq_sum` is the expansion of |ψ|².

`negDef_of_null` holds the argument common to both interactions. It proves that K, and hence M, is Hermitian, and rewrites the quadratic form of −M as a sum of nonnegative energies. If that sum were zero, `Finset.sum_eq_zero_iff_of_nonneg` would make each term zero, and the hypothesis `h` would give c = 0.

`compression_negDef` supplies this hypothesis for positive definite w. In `hρ` a nonzero pair density would have positive energy, so all of them vanish; `hd` then gives |ψ(x)|² = 0 at each point.

## How the exceptional orbital is isolated

`compression_eq_zero` proves KΦ = 0 in `hK`. There `hγ` reduces γ to its one term, `hy` expresses the constant modulus, and the `calc` block takes the common factor out of the row sum.

`single_of_constant` follows the argument with constant pair densities. The point `z` is chosen where ψ is nonzero, and N appears as `star (ψ z) * ψ z`. The step `hN` says that |ψ|² is constant, `hcol` is N Φ_xk = a_k ψ(x), and `hco` is N δ_jk = a_k c_j. From `hne`, all the products a_k c_k are nonzero, which rules out a second orbital. Taking norms in `hcol` then shows that the remaining orbital has constant modulus.

`dropped_negDef_iff` joins the two directions. If the exceptional orbital exists, M = 0, and testing −M on the vector with entry 1 contradicts positivity. Otherwise, `hn` shows that all energies are nonnegative, treating uniform densities through the row sums, and `single_of_constant` excludes a nonzero null vector.

Finally, `dropsUniform_witness` exhibits an interaction of the second kind on two grid points, with rows (1, −1) and (−1, 1). Its energy is |u₀ − u₁|², which is positive exactly when the density u is non-uniform.
